# Square wells with $Q=\pi/(2R)+2/(\pi a)$ reproduce $k\cot\delta=-1/a$ as $R\to0$

Let $m$ be the reduced mass of two particles that attract each other through a spherical square well of radius $R$ and depth $\hbar^2Q^2/2m$. The s-wave radial function is $u(r)=r\psi(r)$, the energy is $\hbar^2k^2/2m$ with $k>0$, and the wavenumber inside the well is $K=\sqrt{k^2+Q^2}$. I fix a length $a>0$ and set $Q=\pi/(2R)+2/(\pi a)$. As $R$ decreases to zero, $k\tan(KR)/K$ should tend to $-ka$, so that the shrinking wells approach the contact interaction with scattering length $a$. Can this be made rigorous and machine-checked, including the step from the tangent to the phase shift?

## The growth of $K$ against the vanishing cosine

Write $\beta=1/a$ and let $\beta$ be any real number. Negative scattering lengths are then included, and so is unitarity, $\beta=0$. The well has

$$Q=\frac{\pi}{2R}+\frac{2\beta}{\pi}.$$

The first term is the strength at which the well is about to bind its first s-wave state; the second is the small detuning that sets the scattering length. Inside the well $u=\sin(Kr)$, outside $u=\sin(kr+\delta)$, and $L=K\cot(KR)$ is the logarithmic derivative $u'/u$ at the edge. The contact interaction replaces the well by the condition $u'/u=-\beta$ at $r=0$, which for the outer wave reads $k\cot\delta=-\beta$.

**The phase across the well.** Put $\theta(R)=KR$. Since $QR=\pi/2+2\beta R/\pi$,

$$\theta(R)=\sqrt{(kR)^2+\left(\frac{\pi}{2}+\frac{2\beta R}{\pi}\right)^2}.$$

This is smooth at $R=0$, with $\theta(0)=\pi/2$. The expression under the root has derivative $2\cdot\frac{\pi}{2}\cdot\frac{2\beta}{\pi}=2\beta$ there, so $\theta'(0)=2\beta/(2\theta(0))=2\beta/\pi$. The energy enters only at second order in $R$.

**The logarithmic derivative.** Because $\cos\theta(0)=0$, the quotient $\cos\theta(R)/R$ tends to the derivative of $\cos\theta$ at zero, which is $-\sin(\pi/2)\cdot 2\beta/\pi=-2\beta/\pi$. Hence

$$L=\frac{\theta\cdot(\cos\theta/R)}{\sin\theta}\;\longrightarrow\;\frac{\pi}{2}\cdot\left(-\frac{2\beta}{\pi}\right)=-\beta.$$

**The tangent.** For $\beta=1/a\neq0$ the limit can be inverted: $k\tan(KR)/K=k/L\to-ka$.

**The phase shift.** Matching value and slope at $R$ with an amplitude $A$ gives

$$A\sin(KR)=\sin(kR+\delta),\qquad AK\cos(KR)=k\cos(kR+\delta).$$

For small $R$, $\sin(KR)\neq0$, and eliminating $A$ leaves $L\sin(kR+\delta)=k\cos(kR+\delta)$. The addition formulas turn this into

$$\sin\delta\,\bigl(L\cos kR+k\sin kR\bigr)=\cos\delta\,\bigl(k\cos kR-L\sin kR\bigr).$$

The bracket on the right tends to $k\neq0$, so it is nonzero for small $R$. If $\sin\delta$ were zero, $\cos\delta$ would have to vanish too, which is impossible. Therefore

$$k\cot\delta=k\,\frac{L\cos kR+k\sin kR}{k\cos kR-L\sin kR}\;\longrightarrow\;k\cdot\frac{-\beta}{k}=-\beta.$$

**A phase shift exists.** Let $z=K\cos(KR)+ik\sin(KR)$, which is nonzero when $k\neq0$. Then $\delta=\arg z-kR$ and $A=k/|z|$ satisfy both matching equations.

## The wells and their limits in Lean

```lean
import Mathlib

open Real Filter Topology

namespace ZeroRangeSquareWell

noncomputable section

/-- The well-strength wavenumber `Q` of a square well of radius `R`, tuned to the inverse
scattering length `β`. -/
def wellQ (β R : ℝ) : ℝ := π / (2 * R) + 2 * β / π

/-- The wavenumber `K = √(k² + Q²)` inside the well at outer wavenumber `k`. -/
def innerK (k β R : ℝ) : ℝ := √(k ^ 2 + wellQ β R ^ 2)

/-- The logarithmic derivative `K cot(KR)` of the interior wave at the edge of the well. -/
def wellLogDeriv (k β R : ℝ) : ℝ :=
  innerK k β R * cos (innerK k β R * R) / sin (innerK k β R * R)

/-- `δ` is an s-wave phase shift of the well: some multiple of the interior wave `sin(Kr)`
matches `sin(kr + δ)` in value and slope at `r = R`. -/
def IsPhaseShift (k β R δ : ℝ) : Prop :=
  ∃ A : ℝ, A * sin (innerK k β R * R) = sin (k * R + δ) ∧
    A * (innerK k β R * cos (innerK k β R * R)) = k * cos (k * R + δ)

/-- The phase `KR` accumulated across the well, in a form that is regular at `R = 0`. -/
def wellPhase (k β R : ℝ) : ℝ := √((k * R) ^ 2 + (π / 2 + 2 * β / π * R) ^ 2)

/-- The interior wave `u = sin(Kr)` has slope `K cos(Kr)` and obeys the radial equation
`u'' = -(k² + Q²) u`. -/
theorem interior_wave (k β R r : ℝ) :
    HasDerivAt (fun r => sin (innerK k β R * r)) (innerK k β R * cos (innerK k β R * r)) r ∧
    HasDerivAt (fun r => innerK k β R * cos (innerK k β R * r))
      (-(k ^ 2 + wellQ β R ^ 2) * sin (innerK k β R * r)) r := by
  have hK : innerK k β R ^ 2 = k ^ 2 + wellQ β R ^ 2 := Real.sq_sqrt (by positivity)
  have h := (hasDerivAt_id' r).const_mul (innerK k β R)
  exact ⟨h.sin.congr_deriv (by ring), (h.cos.const_mul (innerK k β R)).congr_deriv
    (by linear_combination (-sin (innerK k β R * r)) * hK)⟩

/-- For a well of positive radius, `KR` equals its regular form. -/
theorem innerK_mul (k β : ℝ) {R : ℝ} (hR : 0 < R) :
    innerK k β R * R = wellPhase k β R := by
  have hQ : wellQ β R * R = π / 2 + 2 * β / π * R := by
    have hR' := hR.ne'
    rw [wellQ, add_mul]
    congr 1
    field_simp
  have h : (k * R) ^ 2 + (π / 2 + 2 * β / π * R) ^ 2
      = (k ^ 2 + wellQ β R ^ 2) * R ^ 2 := by
    rw [← hQ]; ring
  rw [innerK, wellPhase, h, Real.sqrt_mul (by positivity), Real.sqrt_sq hR.le]

/-- At zero radius the regular form of the accumulated phase is `π/2`. -/
theorem wellPhase_zero (k β : ℝ) : wellPhase k β 0 = π / 2 := by
  have e : (k * 0) ^ 2 + (π / 2 + 2 * β / π * 0) ^ 2 = (π / 2) ^ 2 := by ring
  rw [wellPhase, e, Real.sqrt_sq (by positivity)]

/-- To first order in the radius, the accumulated phase grows from `π/2` at the rate `2β/π`. -/
theorem wellPhase_hasDerivAt (k β : ℝ) : HasDerivAt (wellPhase k β) (2 * β / π) 0 := by
  have key : π * (2 * β / π) = 2 * β := mul_div_cancel₀ _ Real.pi_ne_zero
  have e1 : HasDerivAt (fun R : ℝ => k * R) k 0 :=
    ((hasDerivAt_id' (0 : ℝ)).const_mul k).congr_deriv (mul_one _)
  have e2 : HasDerivAt (fun R : ℝ => π / 2 + 2 * β / π * R) (2 * β / π) 0 :=
    (((hasDerivAt_id' (0 : ℝ)).const_mul (2 * β / π)).const_add (π / 2)).congr_deriv (mul_one _)
  have h1 : HasDerivAt (fun R : ℝ => (k * R) * (k * R)
      + (π / 2 + 2 * β / π * R) * (π / 2 + 2 * β / π * R)) (2 * β) 0 :=
    ((e1.fun_mul e1).fun_add (e2.fun_mul e2)).congr_deriv (by linear_combination key)
  have hne : (k * 0) * (k * 0)
      + (π / 2 + 2 * β / π * 0) * (π / 2 + 2 * β / π * 0) ≠ 0 := by
    have e : (k * 0) * (k * 0)
      + (π / 2 + 2 * β / π * 0) * (π / 2 + 2 * β / π * 0) = (π / 2) ^ 2 := by ring
    rw [e]; positivity
  have h2 : HasDerivAt (fun R => wellPhase k β R) (2 * β / (2 * wellPhase k β 0)) 0 := by
    simpa only [wellPhase, pow_two] using h1.sqrt hne
  refine h2.congr_deriv ?_
  rw [wellPhase_zero, show 2 * (π / 2) = π by ring]

/-- As the well shrinks, the phase `KR` accumulated inside it tends to `π/2`. -/
theorem innerK_mul_tendsto (k β : ℝ) :
    Tendsto (fun R => innerK k β R * R) (𝓝[>] 0) (𝓝 (π / 2)) := by
  have h : Tendsto (wellPhase k β) (𝓝 0) (𝓝 (π / 2)) := by
    have h0 := (wellPhase_hasDerivAt k β).continuousAt.tendsto
    rwa [wellPhase_zero] at h0
  refine (h.mono_left nhdsWithin_le_nhds).congr' ?_
  filter_upwards [self_mem_nhdsWithin] with R hR
  exact (innerK_mul k β hR).symm

/-- As the well shrinks, the logarithmic derivative `K cot(KR)` at its edge tends to `-β`,
at every wavenumber `k`. -/
theorem wellLogDeriv_tendsto (k β : ℝ) :
    Tendsto (wellLogDeriv k β) (𝓝[>] 0) (𝓝 (-β)) := by
  have hc := innerK_mul_tendsto k β
  have hsin : Tendsto (fun R => sin (innerK k β R * R)) (𝓝[>] 0) (𝓝 1) := by
    simpa only [Real.sin_pi_div_two, Function.comp_def] using
      (Real.continuous_sin.tendsto (π / 2)).comp hc
  -- the cosine has value 0 and derivative -(2β/π) at R = 0
  have hd : HasDerivAt (fun R => cos (wellPhase k β R)) (-(2 * β / π)) 0 :=
    (wellPhase_hasDerivAt k β).cos.congr_deriv
      (by rw [wellPhase_zero, Real.sin_pi_div_two]; ring)
  have hs := hd.tendsto_slope_zero_right
  simp only [zero_add, wellPhase_zero, Real.cos_pi_div_two, sub_zero, smul_eq_mul] at hs
  have h := (hc.mul hs).div hsin one_ne_zero
  have e : π / 2 * -(2 * β / π) / 1 = -β := by
    have key : π * (2 * β / π) = 2 * β := mul_div_cancel₀ _ Real.pi_ne_zero
    linear_combination (-1 / 2) * key
  rw [e] at h
  refine h.congr' ?_
  filter_upwards [self_mem_nhdsWithin] with R hR
  have hR' : 0 < R := hR
  change innerK k β R * R * (R⁻¹ * cos (wellPhase k β R)) / sin (innerK k β R * R)
    = innerK k β R * cos (innerK k β R * R) / sin (innerK k β R * R)
  rw [← innerK_mul k β hR', mul_assoc (innerK k β R) R, mul_inv_cancel_left₀ hR'.ne']

/-- For wells tuned to a nonzero scattering length `a`, `k tan(KR)/K` tends to `-ka` as the
radius decreases to zero. -/
theorem tan_tendsto (k : ℝ) {a : ℝ} (ha : a ≠ 0) :
    Tendsto (fun R => k * tan (innerK k (1 / a) R * R) / innerK k (1 / a) R)
      (𝓝[>] 0) (𝓝 (-(k * a))) := by
  have h := ((wellLogDeriv_tendsto k (1 / a)).inv₀
    (neg_ne_zero.mpr (one_div_ne_zero ha))).const_mul k
  have e : k * (-(1 / a))⁻¹ = -(k * a) := by
    rw [one_div, ← inv_neg, inv_inv]; ring
  rw [e] at h
  refine h.congr (fun R => ?_)
  rw [wellLogDeriv, Real.tan_eq_sin_div_cos, inv_div, mul_div_assoc, div_div,
    mul_comm (innerK k (1 / a) R) (cos _)]

/-- At every nonzero `k` the well has a phase shift, given explicitly by the argument of
`K cos(KR) + i k sin(KR)` minus `kR`. -/
theorem isPhaseShift_witness {k : ℝ} (hk : k ≠ 0) (β R : ℝ) :
    IsPhaseShift k β R (Complex.arg ⟨innerK k β R * cos (innerK k β R * R),
      k * sin (innerK k β R * R)⟩ - k * R) := by
  have hK : innerK k β R ≠ 0 := (Real.sqrt_pos.mpr (by positivity)).ne'
  have hz : (⟨innerK k β R * cos (innerK k β R * R),
      k * sin (innerK k β R * R)⟩ : ℂ) ≠ 0 := by
    intro h
    have hc := (mul_eq_zero.mp (congrArg Complex.re h)).resolve_left hK
    have hs := (mul_eq_zero.mp (congrArg Complex.im h)).resolve_left hk
    have h1 := Real.sin_sq_add_cos_sq (innerK k β R * R)
    rw [hc, hs] at h1
    norm_num at h1
  refine ⟨k / ‖(⟨innerK k β R * cos (innerK k β R * R),
      k * sin (innerK k β R * R)⟩ : ℂ)‖, ?_, ?_⟩
  · rw [add_sub_cancel, Complex.sin_arg]; ring
  · rw [add_sub_cancel, Complex.cos_arg hz]; ring

/-- For any family of phase shifts `δ(R)` of the shrinking wells at fixed nonzero `k`,
`k cot δ(R)` tends to `-β`. -/
theorem k_cot_phaseShift_tendsto {k : ℝ} (hk : k ≠ 0) (β : ℝ) (δ : ℝ → ℝ)
    (hδ : ∀ R > 0, IsPhaseShift k β R (δ R)) :
    Tendsto (fun R => k * (cos (δ R) / sin (δ R))) (𝓝[>] 0) (𝓝 (-β)) := by
  have hL := wellLogDeriv_tendsto k β
  have hsin : Tendsto (fun R => sin (innerK k β R * R)) (𝓝[>] 0) (𝓝 1) := by
    simpa only [Real.sin_pi_div_two, Function.comp_def] using
      (Real.continuous_sin.tendsto (π / 2)).comp (innerK_mul_tendsto k β)
  have hc : Tendsto (fun R : ℝ => cos (k * R)) (𝓝[>] 0) (𝓝 1) := by
    have h : Continuous (fun R : ℝ => cos (k * R)) := by fun_prop
    exact Tendsto.mono_left (by simpa using h.tendsto 0) nhdsWithin_le_nhds
  have hs : Tendsto (fun R : ℝ => sin (k * R)) (𝓝[>] 0) (𝓝 0) := by
    have h : Continuous (fun R : ℝ => sin (k * R)) := by fun_prop
    exact Tendsto.mono_left (by simpa using h.tendsto 0) nhdsWithin_le_nhds
  have hN : Tendsto (fun R => k * cos (k * R) - wellLogDeriv k β R * sin (k * R))
      (𝓝[>] 0) (𝓝 k) := by
    simpa using (hc.const_mul k).sub (hL.mul hs)
  have hD : Tendsto (fun R => wellLogDeriv k β R * cos (k * R) + k * sin (k * R))
      (𝓝[>] 0) (𝓝 (-β)) := by
    simpa using (hL.mul hc).add (hs.const_mul k)
  have h := (hD.div hN hk).const_mul k
  rw [mul_div_cancel₀ _ hk] at h
  refine h.congr' ?_
  filter_upwards [self_mem_nhdsWithin, hN.eventually_ne hk,
    hsin.eventually_ne one_ne_zero] with R hR hNR hSR
  obtain ⟨A, h1, h2⟩ := hδ R hR
  rw [Real.sin_add] at h1
  rw [Real.cos_add] at h2
  have hLR : wellLogDeriv k β R * sin (innerK k β R * R)
      = innerK k β R * cos (innerK k β R * R) := div_mul_cancel₀ _ hSR
  -- eliminating the amplitude A leaves a linear relation between sin δ and cos δ
  have key : sin (δ R) * (wellLogDeriv k β R * cos (k * R) + k * sin (k * R))
      = cos (δ R) * (k * cos (k * R) - wellLogDeriv k β R * sin (k * R)) := by
    linear_combination (-wellLogDeriv k β R) * h1 + A * hLR + h2
  have hsδ : sin (δ R) ≠ 0 := by
    intro h0
    rw [h0, zero_mul] at key
    have hc0 := (mul_eq_zero.mp key.symm).resolve_right hNR
    have h3 := Real.sin_sq_add_cos_sq (δ R)
    rw [h0, hc0] at h3
    norm_num at h3
  change k * ((wellLogDeriv k β R * cos (k * R) + k * sin (k * R)) /
    (k * cos (k * R) - wellLogDeriv k β R * sin (k * R))) = k * (cos (δ R) / sin (δ R))
  have hq : (wellLogDeriv k β R * cos (k * R) + k * sin (k * R)) /
      (k * cos (k * R) - wellLogDeriv k β R * sin (k * R)) = cos (δ R) / sin (δ R) := by
    rw [div_eq_div_iff hNR hsδ]
    linear_combination key
  rw [hq]

end

end ZeroRangeSquareWell
```

```lean
#print axioms ZeroRangeSquareWell.interior_wave
#print axioms ZeroRangeSquareWell.tan_tendsto
#print axioms ZeroRangeSquareWell.k_cot_phaseShift_tendsto
```

```
'ZeroRangeSquareWell.interior_wave' depends on axioms: [propext, Classical.choice, Quot.sound]
'ZeroRangeSquareWell.tan_tendsto' depends on axioms: [propext, Classical.choice, Quot.sound]
'ZeroRangeSquareWell.k_cot_phaseShift_tendsto' depends on axioms: [propext, Classical.choice, Quot.sound]
```

`wellQ β R`, `innerK k β R` and `wellLogDeriv k β R` are $Q$, $K$ and $L$, all real-valued. `IsPhaseShift k β R δ` says that some real $A$ solves the two matching equations. The filter `𝓝[>] 0` means that $R$ approaches zero through positive values, and `Tendsto` into `𝓝 (-β)` is convergence to $-\beta$.

- `wellLogDeriv_tendsto` states $K\cot(KR)\to-\beta$ for all real $k$ and $\beta$.
- `tan_tendsto` is the limit $k\tan(KR)/K\to-ka$ from the opening paragraph, with any real $k$ and any $a\neq0$.
- `k_cot_phaseShift_tendsto` takes a fixed $k\neq0$ and any function `δ` that gives a phase shift for every $R>0$, and concludes $k\cot\delta(R)\to-\beta$. No continuity in $R$ is required, and jumps of $\delta$ by multiples of $\pi$ do no harm.
- `isPhaseShift_witness` shows that such functions exist.

The limits hold at each fixed $k$, with no rate and no uniformity in $k$. They concern one spherical well in the s-wave, and they say nothing about convergence of the Hamiltonians or about bound states. The interior wave is checked against its radial equation, while the outer form $\sin(kr+\delta)$ is part of the definition of a phase shift.

## From the regular phase to the phase shift

`interior_wave` differentiates $\sin(Kr)$ twice and uses $K^2=k^2+Q^2$ to recover the radial equation.

$Q$ is singular at $R=0$, so the proof works with `wellPhase`, the square-root formula for $\theta$, which can be differentiated there. `innerK_mul` shows that it equals $KR$ for $R>0$. `wellPhase_zero` and `wellPhase_hasDerivAt` give the value $\pi/2$ and the slope $2\beta/\pi$, and `innerK_mul_tendsto` carries the limit $\pi/2$ back to $KR$.

In `wellLogDeriv_tendsto`, the chain rule gives the derivative of $\cos\theta$, and `tendsto_slope_zero_right` reads it as the limit of $\cos\theta(R)/R$. Multiplying by the limit of $KR$ and dividing by that of $\sin(KR)$ gives $-\beta$. The final rewriting cancels $R$ against $R^{-1}$, which is legitimate because $R>0$. `tan_tendsto` inverts this limit with `inv₀`, where $a\neq0$ guarantees a nonzero limit.

`isPhaseShift_witness` first shows $z\neq0$: otherwise $\sin(KR)$ and $\cos(KR)$ would both vanish. The formulas for the sine and cosine of an argument then give the two matching equations.

In `k_cot_phaseShift_tendsto`, `hN` and `hD` are the limits of the two brackets. The `filter_upwards` step restricts to radii small enough that $\sin(KR)$ and the right-hand bracket are nonzero. There `key` is the relation between $\sin\delta$ and $\cos\delta$ found above, with $A$ eliminated by `linear_combination`. `hsδ` excludes $\sin\delta=0$, and `hq` performs the division.

## Unitarity breaks the tangent form

Without $a\neq0$, `tan_tendsto` would be false. Lean evaluates `1 / 0` as `0`, so $a=0$ would select the unitary well $Q=\pi/(2R)$ and the statement would claim the limit $0$. For that well $KR\approx\pi/2+(kR)^2/\pi$, hence

$$\frac{k\tan(KR)}{K}\approx-\frac{2}{kR},$$

which diverges for every $k\neq0$. The logarithmic derivative stays finite and tends to $0$, as it should at unitarity.

## Setting the depth in a two-body code

A two-body s-wave calculation can represent a contact interaction by a narrow square well, provided that $R$ is small compared with $|a|$ and $1/k$. At finite $R$ the scattering length of the well is

$$a_R=R-\frac{\tan(QR)}{Q},$$

obtained by matching $\sin(Qr)$ to a multiple of $r-a_R$ at zero energy. With the $Q$ used here, $a_R\approx a+(1-4/\pi^2)R$; for $a=1$ and $R=0.01$ this gives about $1.006$. A code that needs the exact scattering length at finite $R$ can solve $a_R=a$ for $Q$ by root finding, with $\pi/(2R)+2/(\pi a)$ as the starting value.
